# Opposite-spin exchange vanishes in the unrestricted Hartree–Fock energy

The theorem `unrestricted_energy` takes finite sets `A` and `B` of spatial orbitals, occupied with spin up and spin down respectively, and writes the Hartree–Fock energy expression as sums over spatial orbitals. The result is the one-electron terms, plus half the Coulomb sums over all pairs of occupied spin orbitals, minus half the exchange sums over pairs of parallel spin. The integrals `h` and `g` are arbitrary complex-valued functions with no symmetry assumed, and the spin-orbital integrals built from them do not depend on spin beyond the selection rules. The proof splits each sum by spin, evaluates the selection rules with `simp only`, and leaves the remaining algebra to `ring`.

The first attempt, which Lean rejects:

```lean
import Mathlib

namespace HartreeFockSpinSummation

noncomputable section

variable {ι κ : Type*}

/-- One-electron integrals over spin orbitals: diagonal in spin and independent of it. -/
def spinOne (h : ι → ι → ℂ) (P Q : ι × Fin 2) : ℂ :=
  if P.2 = Q.2 then h P.1 Q.1 else 0

/-- Two-electron integrals `(PQ|RS)` over spin orbitals: the spatial integral if the spins
agree within each of the pairs `P, Q` and `R, S`, and zero otherwise. -/
def spinTwo (g : ι → ι → ι → ι → ℂ) (P Q R S : ι × Fin 2) : ℂ :=
  if P.2 = Q.2 ∧ R.2 = S.2 then g P.1 Q.1 R.1 S.1 else 0

/-- The Hartree-Fock energy expression for a set `S` of occupied spin orbitals:
`∑ H_PP + 1/2 ∑ [(PP|QQ) - (PQ|QP)]`. -/
def detEnergy (H : κ → κ → ℂ) (G : κ → κ → κ → κ → ℂ) (S : Finset κ) : ℂ :=
  ∑ P ∈ S, H P P + 1 / 2 * ∑ P ∈ S, ∑ Q ∈ S, (G P P Q Q - G P Q Q P)

/-- The Coulomb integral `J_ij = (ii|jj)`. -/
def coulomb (g : ι → ι → ι → ι → ℂ) (i j : ι) : ℂ := g i i j j

/-- The exchange integral `K_ij = (ij|ji)`. -/
def exchange (g : ι → ι → ι → ι → ℂ) (i j : ι) : ℂ := g i j j i

variable [DecidableEq ι]

/-- The occupied spin orbitals when `A` is filled with spin up (0) and `B` with spin down (1). -/
def spinOcc (A B : Finset ι) : Finset (ι × Fin 2) :=
  A ×ˢ {0} ∪ B ×ˢ {1}

/-- A sum over occupied spin orbitals is the sum over the spin-up ones plus the sum over
the spin-down ones. -/
theorem sum_spinOcc (A B : Finset ι) (f : ι × Fin 2 → ℂ) :
    ∑ P ∈ spinOcc A B, f P = ∑ i ∈ A, f (i, 0) + ∑ i ∈ B, f (i, 1) := by
  have hd : Disjoint (A ×ˢ ({0} : Finset (Fin 2))) (B ×ˢ ({1} : Finset (Fin 2))) := by
    rw [Finset.disjoint_left]
    rintro ⟨i, s⟩ h1 h2
    simp only [Finset.mem_product, Finset.mem_singleton] at h1 h2
    exact absurd (h1.2.symm.trans h2.2) (by decide)
  unfold spinOcc
  rw [Finset.sum_union hd, Finset.sum_product, Finset.sum_product]
  simp only [Finset.sum_singleton]

/-- The unrestricted energy: Coulomb terms couple all pairs of occupied spin orbitals,
exchange terms only those of parallel spin. -/
theorem unrestricted_energy (h : ι → ι → ℂ) (g : ι → ι → ι → ι → ℂ) (A B : Finset ι) :
    detEnergy (spinOne h) (spinTwo g) (spinOcc A B) =
      ∑ i ∈ A, h i i + ∑ i ∈ B, h i i
      + 1 / 2 * (∑ i ∈ A, ∑ j ∈ A, (coulomb g i j - exchange g i j)
        + ∑ i ∈ B, ∑ j ∈ B, (coulomb g i j - exchange g i j))
      + 1 / 2 * (∑ i ∈ A, ∑ j ∈ B, coulomb g i j + ∑ i ∈ B, ∑ j ∈ A, coulomb g i j) := by
  have h01 : (0 : Fin 2) ≠ 1 := by decide
  have h10 : (1 : Fin 2) ≠ 0 := by decide
  -- split every sum by spin and evaluate the spin selection rules
  simp only [detEnergy, sum_spinOcc, spinOne, spinTwo, coulomb, exchange, h01, h10,
    and_self, if_true, if_false, sub_zero, Finset.sum_add_distrib, Finset.sum_sub_distrib]
  ring

end

end HartreeFockSpinSummation
```

Messages:

```
Try this:
  [apply] ring_nf
  
  The `ring` tactic failed to close the goal. Use `ring_nf` to obtain a normal form.
    
  Note that `ring` works primarily in *commutative* rings. If you have a noncommutative ring, abelian group or module, consider using `noncomm_ring`, `abel` or `module` instead.
Main.lean:55:87: error: unsolved goals
ι : Type u_1
inst✝ : DecidableEq ι
h : ι → ι → ℂ
g : ι → ι → ι → ι → ℂ
A B : Finset ι
h01 : 0 ≠ 1
h10 : 1 ≠ 0
⊢ ∑ x ∈ A, h x x + ∑ x ∈ B, h x x + (∑ x ∈ A, ∑ x_1 ∈ A, g x x x_1 x_1) * (1 / 2) +
                  (∑ x ∈ B, ∑ x_1 ∈ A, g x x x_1 x_1) * (1 / 2) +
                (∑ x ∈ A, ∑ x_1 ∈ B, g x x x_1 x_1) * (1 / 2) +
              (∑ x ∈ B, ∑ x_1 ∈ B, g x x x_1 x_1) * (1 / 2) +
            (∑ x ∈ A, ∑ x_1 ∈ A, g x x_1 x_1 x) * (-1 / 2) +
          (∑ x ∈ B, ∑ x ∈ A, 0) * (-1 / 2) +
        (∑ x ∈ A, ∑ x ∈ B, 0) * (-1 / 2) +
      (∑ x ∈ B, ∑ x_1 ∈ B, g x x_1 x_1 x) * (-1 / 2) =
    ∑ x ∈ A, h x x + ∑ x ∈ B, h x x + (∑ x ∈ A, ∑ x_1 ∈ A, g x x x_1 x_1) * (1 / 2) +
              (∑ x ∈ B, ∑ x_1 ∈ A, g x x x_1 x_1) * (1 / 2) +
            (∑ x ∈ A, ∑ x_1 ∈ B, g x x x_1 x_1) * (1 / 2) +
          (∑ x ∈ B, ∑ x_1 ∈ B, g x x x_1 x_1) * (1 / 2) +
        (∑ x ∈ A, ∑ x_1 ∈ A, g x x_1 x_1 x) * (-1 / 2) +
      (∑ x ∈ B, ∑ x_1 ∈ B, g x x_1 x_1 x) * (-1 / 2)
Main.lean:60:33: warning: This simp argument is unused:
  sub_zero

Hint: Omit it from the simp argument list.
  [apply] simp only [detEnergy, sum_spinOcc, spinOne, spinTwo, coulomb, exchange, h01, h10, and_self, if_true, if_false,
    Finset.sum_add_distrib, Finset.sum_sub_distrib]

Note: This linter can be disabled with `set_option linter.unusedSimpArgs false`
```

The change, after which it compiles:

```diff
@@ -58,5 +58,6 @@
   -- split every sum by spin and evaluate the spin selection rules
   simp only [detEnergy, sum_spinOcc, spinOne, spinTwo, coulomb, exchange, h01, h10,
-    and_self, if_true, if_false, sub_zero, Finset.sum_add_distrib, Finset.sum_sub_distrib]
+    and_self, if_true, if_false, Finset.sum_const_zero, Finset.sum_add_distrib,
+    Finset.sum_sub_distrib]
   ring
 
```

Diagnosis. The error shows the goal left over when `ring` fails. Its two sides differ only in two terms on the left, `∑ x ∈ B, ∑ x ∈ A, 0` and `∑ x ∈ A, ∑ x ∈ B, 0`, each times `-1 / 2`. These are the opposite-spin exchange sums, whose summands the selection rules have turned into `0`. `ring` treats a `Finset` sum as an atom, so it does not see that these sums vanish. The suggestion to try `ring_nf` does not help, since the goal shown is already what that normalisation leaves.

`sub_zero` was meant to remove the zeros, but the warning says it was never used. `Finset.sum_sub_distrib` separates the Coulomb and exchange parts before the spins are fixed, so each zero appears alone under its sums and never as `x - 0`.

The repair adds `Finset.sum_const_zero`, which rewrites the inner sum of zeros to `0` and then the outer one, and `ring` closes what remains. Dropping the unused `sub_zero` and re-breaking the line are mere tidying.
